# The second-order error of the best Gaussian product for weakly coupled harmonic oscillators

Take `N ≥ 1` oscillators on a line with unit mass and frequency, `ħ = 1`, and an energy `k (x_i - x_j)^2 / 2` for each pair. The file does not derive energies from this Hamiltonian but defines them by formulas. The correlated Gaussian ground state has energy `(1 + (N - 1) √(1 + N k)) / 2`. A product of `N` normalised Gaussians proportional to `exp (-a x^2 / 2)`, with a common `a > 0`, has mean energy `N (a / 4 + (1 + (N - 1) k) / (4 a))`. The theorem `weak_coupling` states that the infimum of this mean energy over `a`, minus the ground-state energy, divided by `k^2`, tends to `N (N - 1) / 16` as `k` tends to zero through nonzero values. The proof takes the closed form of the difference from `product_error`, cancels `k^2`, and uses the limit `16 N` of the remaining denominator, which is stated as `hD`.

Lean 4 with Mathlib refuses this proof:

```lean
import Mathlib

open Filter Topology

namespace WeakCoupling

noncomputable section

/-- The energy `(1 + (N - 1) √(1 + N k)) / 2` of the correlated Gaussian state,
for `N ≥ 1` and `1 + N k > 0`. -/
def exactEnergy (N : ℕ) (k : ℝ) : ℝ := (1 + ((N : ℝ) - 1) * √(1 + N * k)) / 2

/-- The mean energy of the product of `N` Gaussians `exp (-a x^2 / 2)`, for `a > 0`. -/
def productEnergy (N : ℕ) (k a : ℝ) : ℝ :=
  N * (a / 4 + (1 + ((N : ℝ) - 1) * k) / (4 * a))

/-- The infimum of the Gaussian-product energy over all `a > 0`,
for `1 + (N - 1) k > 0`. -/
def productMinimum (N : ℕ) (k : ℝ) : ℝ := sInf (productEnergy N k '' Set.Ioi 0)

/-- If `1 + (N - 1) k > 0`, the best Gaussian product has energy `(N / 2) √(1 + (N - 1) k)`. -/
theorem productMinimum_eq (N : ℕ) {k : ℝ} (hk : 0 < 1 + ((N : ℝ) - 1) * k) :
    productMinimum N k = N / 2 * √(1 + ((N : ℝ) - 1) * k) := by
  have hs := Real.sqrt_pos.mpr hk
  have e := (Real.mul_self_sqrt hk.le).symm
  unfold productMinimum
  generalize √(1 + ((N : ℝ) - 1) * k) = s at *
  apply IsLeast.csInf_eq
  constructor
  · refine ⟨s, hs, ?_⟩
    have h : s * s / (4 * s) = s / 4 := by field_simp
    unfold productEnergy
    rw [e, h]
    ring
  · rintro _ ⟨a, ha, rfl⟩
    have ha' : 0 < a := ha
    -- complete the square in the width parameter
    have h : a / 4 + s * s / (4 * a) - s / 2 = (a - s) ^ 2 / (4 * a) := by
      field_simp
      ring
    have h0 : 0 ≤ (a - s) ^ 2 / (4 * a) := by positivity
    unfold productEnergy
    rw [e]
    calc (N : ℝ) / 2 * s = N * (s / 2) := by ring
      _ ≤ _ := mul_le_mul_of_nonneg_left (by linarith) (Nat.cast_nonneg N)

/-- The exact error of the best Gaussian product, for `N ≥ 1` and `1 + N k ≥ 0`. -/
theorem product_error {N : ℕ} (hN : 1 ≤ N) {k : ℝ} (hk : 0 ≤ 1 + N * k) :
    productMinimum N k - exactEnergy N k = ((N : ℝ) - 1) * N ^ 2 * k ^ 2 /
      (2 * (1 + √(1 + N * k)) ^ 2 *
        (N * √(1 + ((N : ℝ) - 1) * k) + 1 + ((N : ℝ) - 1) * √(1 + N * k))) := by
  have hN1 : (0 : ℝ) ≤ (N : ℝ) - 1 := sub_nonneg.mpr (by exact_mod_cast hN)
  have hw : 0 < 1 + ((N : ℝ) - 1) * k := by
    rcases le_or_gt 0 k with h | h
    · have := mul_nonneg hN1 h
      linarith
    · linarith
  rw [productMinimum_eq N hw]
  unfold exactEnergy
  have hm := Real.sq_sqrt hw.le
  have hb := Real.sq_sqrt hk
  have hm0 := Real.sqrt_nonneg (1 + ((N : ℝ) - 1) * k)
  have hb0 := Real.sqrt_nonneg (1 + N * k)
  generalize √(1 + ((N : ℝ) - 1) * k) = m at *
  generalize √(1 + N * k) = b at *
  have hD : 0 < N * m + 1 + ((N : ℝ) - 1) * b := by
    have h1 := mul_nonneg (Nat.cast_nonneg (α := ℝ) N) hm0
    have h2 := mul_nonneg hN1 hb0
    linarith
  have hB : 0 < 2 * (1 + b) ^ 2 := by positivity
  rw [eq_div_iff (mul_pos hB hD).ne']
  linear_combination (1 + b) ^ 2 * N ^ 2 * hm
    + (-(1 + b) ^ 2 * N * (N - 1) + (N - 1) * (b ^ 2 - 1 + N * k)) * hb

/-- At weak coupling the error of the best Gaussian product of `N ≥ 1` oscillators,
divided by `k^2`, tends to `N (N - 1) / 16`. -/
theorem weak_coupling {N : ℕ} (hN : 1 ≤ N) :
    Tendsto (fun k => (productMinimum N k - exactEnergy N k) / k ^ 2) (𝓝[≠] 0)
      (𝓝 ((N : ℝ) * (N - 1) / 16)) := by
  have hN0 : (N : ℝ) ≠ 0 := Nat.cast_ne_zero.mpr (by omega)
  have hD : Tendsto (fun k : ℝ => 2 * (1 + √(1 + N * k)) ^ 2 *
      (N * √(1 + ((N : ℝ) - 1) * k) + 1 + ((N : ℝ) - 1) * √(1 + N * k)))
      (𝓝 0) (𝓝 (16 * N)) :=
    Continuous.tendsto' (by fun_prop) _ _ (by
      simp only [mul_zero, add_zero, Real.sqrt_one]
      ring)
  have hq := (tendsto_const_nhds (x := ((N : ℝ) - 1) * N ^ 2)).div hD
    (mul_ne_zero (by norm_num) hN0)
  have e : ((N : ℝ) - 1) * N ^ 2 / (16 * N) = N * (N - 1) / 16 := by
    rw [div_eq_div_iff (mul_ne_zero (by norm_num) hN0) (by norm_num)]
    ring
  rw [e] at hq
  have hc : Tendsto (fun k : ℝ => 1 + N * k) (𝓝 0) (𝓝 1) :=
    Continuous.tendsto' (by fun_prop) _ _ (by simp)
  refine (hq.mono_left nhdsWithin_le_nhds).congr' ?_
  filter_upwards [self_mem_nhdsWithin,
    (hc.eventually (lt_mem_nhds one_pos)).filter_mono nhdsWithin_le_nhds] with k hk0 hk
  have hk2 : k ^ 2 ≠ 0 := pow_ne_zero 2 hk0
  rw [product_error hN hk.le, div_right_comm, mul_div_cancel_right₀ _ hk2]
  rfl

end

end WeakCoupling
```

The error:

```
Main.lean:81:34: error(lean.synthInstanceFailed): failed to synthesize instance of type class
  HMul ℝ ℝ ℕ

Hint: Type class instance resolution failures can be inspected with the `set_option trace.Meta.synthInstance true` command.
Main.lean:84:28: error: `fun_prop` was unable to prove `Continuous fun k => 2 * (1 + √(1 + ↑N * k)) ^ 2 * (↑N * √(1 + (↑N - 1) * k) + 1 + (↑N - 1) * √(1 + ↑N * k))`

Issues:
  No theorems found for `HMul.hMul` in order to prove `Continuous fun k => 2 * (1 + √(1 + ↑N * k)) ^ 2 * (↑N * √(1 + (↑N - 1) * k) + 1 + (↑N - 1) * √(1 + ↑N * k))`
Try this:
  [apply] ring_nf
  
  The `ring` tactic failed to close the goal. Use `ring_nf` to obtain a normal form.
    
  Note that `ring` works primarily in *commutative* rings. If you have a noncommutative ring, abelian group or module, consider using `noncomm_ring`, `abel` or `module` instead.
Main.lean:84:43: error: unsolved goals
N : ℕ
hN : 1 ≤ N
hN0 : ↑N ≠ 0
⊢ 8 * (↑N * 2) = N * 16
Main.lean:88:31: error: Application type mismatch: The argument
  hN0
has type
  ↑N ≠ 0
but is expected to have type
  N ≠ 0
in the application
  mul_ne_zero ?m.353 hN0
Main.lean:87:13: error(lean.synthInstanceFailed): failed to synthesize instance of type class
  GroupWithZero ℕ

Hint: Type class instance resolution failures can be inspected with the `set_option trace.Meta.synthInstance true` command.
Main.lean:87:39: error(lean.synthInstanceFailed): failed to synthesize instance of type class
  HMul ℝ ℝ ℕ

Hint: Type class instance resolution failures can be inspected with the `set_option trace.Meta.synthInstance true` command.
Main.lean:88:18: error: unsolved goals
N : ℕ
hN : 1 ≤ N
hN0 : ↑N ≠ 0
hD :
  Tendsto (fun k => 2 * (1 + √(1 + ↑N * k)) ^ 2 * (↑N * √(1 + (↑N - 1) * k) + 1 + (↑N - 1) * √(1 + ↑N * k))) (𝓝 0)
    (𝓝 (16 * N))
⊢ ¬16 = 0
Main.lean:92:6: error: Tactic `rewrite` failed: Did not find an occurrence of the pattern
  (↑N - 1) * ↑N ^ 2 / (16 * ↑N)
in the target expression
  Tendsto
    ((fun x => (↑N - 1) * ↑N ^ 2) / fun k =>
      2 * (1 + √(1 + ↑N * k)) ^ 2 * (↑N * √(1 + (↑N - 1) * k) + 1 + (↑N - 1) * √(1 + ↑N * k)))
    (𝓝 0) (𝓝 ((↑N - 1) * ↑N ^ 2 / (16 * N)))

case refine_2.refine_3
N : ℕ
hN : 1 ≤ N
hN0 : ↑N ≠ 0
hD :
  Tendsto (fun k => 2 * (1 + √(1 + ↑N * k)) ^ 2 * (↑N * √(1 + (↑N - 1) * k) + 1 + (↑N - 1) * √(1 + ↑N * k))) (𝓝 0)
    (𝓝 (16 * N))
hq :
  Tendsto
    ((fun x => (↑N - 1) * ↑N ^ 2) / fun k =>
      2 * (1 + √(1 + ↑N * k)) ^ 2 * (↑N * √(1 + (↑N - 1) * k) + 1 + (↑N - 1) * √(1 + ↑N * k)))
    (𝓝 0) (𝓝 ((↑N - 1) * ↑N ^ 2 / (16 * N)))
e : (↑N - 1) * ↑N ^ 2 / (16 * ↑N) = ↑N * (↑N - 1) / 16
⊢ Tendsto (fun k => (productMinimum N k - exactEnergy N k) / k ^ 2) (𝓝[≠] 0) (𝓝 (↑N * (↑N - 1) / 16))
```

What went wrong. All the errors come from the limit `𝓝 (16 * N)` in `hD`, where `N` is a natural number. `Tendsto` needs the function's values and the limit to lie in the same type, but the function did not fix that type in time. Its body contains a power `^ 2`, and Lean leaves the type of the exponent `2`, and with it the result type of the power and of the products around it, to be settled later by default rules. Meanwhile it read `16 * N` as a natural number, which made the common type `ℕ`. When the factors of the body turned out to be real, Lean needed a product of two reals with a natural number as its result, the missing `HMul ℝ ℝ ℕ`.

The other messages follow from this. `fun_prop` and `ring` cannot treat the outer product in `hD` as ordinary multiplication, since it has no valid instance. The division of limits now takes place in `ℕ`, so it asks for `GroupWithZero ℕ`, and its numerator, which also contains a power, fails with `HMul ℝ ℝ ℕ` again. The condition that the denominator's limit is nonzero concerns the natural `N`, while `hN0` is about the real `↑N`. `norm_num` leaves `¬16 = 0` because the zero there comes from the missing `GroupWithZero ℕ` instance. The last rewrite fails because `e` contains `16 * ↑N`, while `hq` contains `16 * N`.

The repair writes `(N : ℝ)` in the limit. This makes the common type `ℝ`, so the products in `hD` and the division of limits have their usual instances, `hN0` fits, and `e` matches `hq`.

Lean accepts the file once it reads:

```diff
@@ -81,5 +81,5 @@
   have hD : Tendsto (fun k : ℝ => 2 * (1 + √(1 + N * k)) ^ 2 *
       (N * √(1 + ((N : ℝ) - 1) * k) + 1 + ((N : ℝ) - 1) * √(1 + N * k)))
-      (𝓝 0) (𝓝 (16 * N)) :=
+      (𝓝 0) (𝓝 (16 * (N : ℝ))) :=
     Continuous.tendsto' (by fun_prop) _ _ (by
       simp only [mul_zero, add_zero, Real.sqrt_one]
```
